# The Knowles–Handy product form of the electronic Hamiltonian in a finite orbital basis

A large full configuration-interaction calculation in an active space is usually solved iteratively, by applying the Hamiltonian to a long coefficient vector again and again. The two-electron term can move two electrons at once, and in a large space such double moves can couple a determinant to many others. Single excitations are much simpler to organise. Can the two-electron term be replaced by one single excitation followed by another, and what correction does the replacement need?

The operators live in a ring $A$ with an adjoint, written `star` in Lean and $\dagger$ here. Later $A$ is also a complex algebra. The type `n` labels the orbitals, and `V` will hold the states.

```lean
import Mathlib

open Finset

namespace KnowlesHandy

noncomputable section

variable {n A V : Type*} [Ring A] [StarRing A]
```

## Operators and integrals

Let $a_{pu}$ annihilate an electron in orbital $p$ with spin $u$, where `Fin 2` supplies the two spins. The creators are the adjoints $a_{pu}^\dagger$. The assumptions are

$$a_{pu}a_{qv}+a_{qv}a_{pu}=0,\qquad a_{pu}a_{qv}^\dagger+a_{qv}^\dagger a_{pu}=\delta_{pq}\delta_{uv}.$$

The first is antisymmetry under exchange. The second also says that the spin orbitals are orthonormal.

```lean
/-- Canonical anticommutation relations for annihilators `a p u` of orbital `p` and spin `u`;
the creators are the adjoints `star (a p u)`. -/
structure IsCAR [DecidableEq n] (a : n → Fin 2 → A) : Prop where
  anti : ∀ p q u v, a p u * a q v + a q v * a p u = 0
  mixed : ∀ p q u v, a p u * star (a q v) + star (a q v) * a p u =
    if p = q ∧ u = v then 1 else 0
```

The spin-summed excitation operator moves an electron from orbital $q$ to orbital $p$ and keeps its spin:

$$E_{pq}=\sum_u a_{pu}^\dagger a_{qu}.$$

```lean
/-- The spin-summed excitation operator `E_pq`, from orbital `q` to orbital `p`. -/
def exc (a : n → Fin 2 → A) (p q : n) : A := ∑ u, star (a p u) * a q u
```

With one-electron integrals $h_{pq}$ and two-electron integrals $(pq,rs)$, the Hamiltonian is

$$H=\sum_{pq}h_{pq}E_{pq}+\tfrac12\sum_{pqrs}(pq,rs)\sum_{uv}a_{pu}^\dagger a_{rv}^\dagger a_{sv}a_{qu}.$$

In `g p q r s` the first pair of indices belongs to one electron and the second pair to the other. The integrals are spin-independent but otherwise arbitrary complex numbers: neither hermiticity nor permutation symmetry is assumed. The orbital set is finite.

```lean
/-- The electronic Hamiltonian in second quantisation, with one-electron integrals `h` and
two-electron integrals `g p q r s = (pq,rs)`. -/
def hamiltonian [Fintype n] [Algebra ℂ A] (h : n → n → ℂ) (g : n → n → n → n → ℂ)
    (a : n → Fin 2 → A) : A :=
  ∑ p, ∑ q, h p q • exc a p q + (1 / 2 : ℂ) • ∑ p, ∑ q, ∑ r, ∑ s, g p q r s •
    ∑ u, ∑ v, star (a p u) * star (a r v) * a s v * a q u
```

The correction will turn out to be a change in the one-electron integrals,

$$k_{ps}=h_{ps}-\tfrac12\sum_q(pq,qs).$$

```lean
/-- The modified one-electron integrals `k_ps = h_ps - ½ ∑_q (pq,qs)`. -/
def kOne [Fintype n] (h : n → n → ℂ) (g : n → n → n → n → ℂ) (p s : n) : ℂ :=
  h p s - (1 / 2 : ℂ) * ∑ q, g p q q s
```

## Reordering the two-electron string

Exchange the two annihilators, then move $a_{qu}$ to the left through $a_{rv}^\dagger$:

$$\begin{aligned}
a_{pu}^\dagger a_{rv}^\dagger a_{sv}a_{qu}
&=-a_{pu}^\dagger\,(a_{rv}^\dagger a_{qu})\,a_{sv}\\
&=-a_{pu}^\dagger\,(\delta_{qr}\delta_{uv}-a_{qu}a_{rv}^\dagger)\,a_{sv}\\
&=a_{pu}^\dagger a_{qu}\,a_{rv}^\dagger a_{sv}-\delta_{qr}\delta_{uv}\,a_{pu}^\dagger a_{sv}.
\end{aligned}$$

In the proof, `h1` is the exchange of annihilators and `h2` is the mixed relation solved for $a_{rv}^\dagger a_{qu}$. The `calc` block follows the lines above, and `split_ifs` treats the two values of the delta separately.

```lean
/-- A normal-ordered string of two creators and two annihilators is a product of two
one-electron strings minus a contraction. -/
theorem string_reorder [DecidableEq n] {a : n → Fin 2 → A} (hc : IsCAR a)
    (p q r s : n) (u v : Fin 2) :
    star (a p u) * star (a r v) * a s v * a q u =
      star (a p u) * a q u * (star (a r v) * a s v) -
        if q = r ∧ u = v then star (a p u) * a s v else 0 := by
  have h1 : a s v * a q u = -(a q u * a s v) :=
    eq_neg_of_add_eq_zero_left (hc.anti s q v u)
  have h2 : star (a r v) * a q u =
      (if q = r ∧ u = v then 1 else 0) - a q u * star (a r v) := by
    rw [← hc.mixed q r u v]
    abel
  calc star (a p u) * star (a r v) * a s v * a q u
      = star (a p u) * star (a r v) * (a s v * a q u) := by rw [mul_assoc]
    _ = -(star (a p u) * (star (a r v) * a q u) * a s v) := by
        rw [h1]
        noncomm_ring
    _ = _ := by
        rw [h2]
        split_ifs <;> noncomm_ring
```

Now sum over $u$ and $v$. The first term factorises into $E_{pq}E_{rs}$. In the second, $\delta_{uv}$ leaves a single spin sum, which is $E_{ps}$:

$$\sum_{uv}a_{pu}^\dagger a_{rv}^\dagger a_{sv}a_{qu}=E_{pq}E_{rs}-\delta_{qr}E_{ps}.$$

The factorisation is `hprod`; the case split on `q = r` evaluates the contraction.

```lean
/-- Summed over both spins, the two-electron string is `E_pq E_rs - δ_qr E_ps`. -/
theorem spin_summed_string [DecidableEq n] {a : n → Fin 2 → A} (hc : IsCAR a) (p q r s : n) :
    ∑ u, ∑ v, star (a p u) * star (a r v) * a s v * a q u =
      exc a p q * exc a r s - if q = r then exc a p s else 0 := by
  have hprod : exc a p q * exc a r s =
      ∑ u, ∑ v, star (a p u) * a q u * (star (a r v) * a s v) := by
    simp only [exc, Finset.sum_mul_sum]
  simp_rw [string_reorder hc, Finset.sum_sub_distrib]
  rw [hprod]
  congr 1
  by_cases hqr : q = r <;> simp [hqr, exc]
```

## From the contraction to the modified integrals

Insert this into $H$. The contraction contributes

$$-\tfrac12\sum_{pqrs}(pq,rs)\,\delta_{qr}E_{ps}=-\tfrac12\sum_{ps}\Big(\sum_q(pq,qs)\Big)E_{ps},$$

which is a one-electron operator. Added to $\sum_{ps}h_{ps}E_{ps}$ it turns $h$ into $k$, so

$$H=\sum_{pq}k_{pq}E_{pq}+\tfrac12\sum_{pqrs}(pq,rs)\,E_{pq}E_{rs}.$$

The collapse of the sum over $r$ is the step `key`. The remaining rewriting distributes the sums, and `module` compares the two linear combinations.

```lean
variable [Fintype n] [Algebra ℂ A]

/-- Knowles-Handy product form: the Hamiltonian is `∑ k_pq E_pq + ½ ∑ (pq,rs) E_pq E_rs`. -/
theorem hamiltonian_eq_product_form [DecidableEq n] {a : n → Fin 2 → A} (hc : IsCAR a)
    (h : n → n → ℂ) (g : n → n → n → n → ℂ) :
    hamiltonian h g a = ∑ p, ∑ q, kOne h g p q • exc a p q +
      (1 / 2 : ℂ) • ∑ p, ∑ q, ∑ r, ∑ s, g p q r s • (exc a p q * exc a r s) := by
  -- the contraction collapses to a one-electron operator
  have key : ∀ p, ∑ q, ∑ r, ∑ s, g p q r s • (if q = r then exc a p s else 0) =
      ∑ s, (∑ q, g p q q s) • exc a p s := by
    intro p
    calc _ = ∑ q, ∑ s, g p q q s • exc a p s := by
          refine Finset.sum_congr rfl fun q _ => ?_
          rw [Finset.sum_comm]
          simp
      _ = _ := by
          rw [Finset.sum_comm]
          simp_rw [Finset.sum_smul]
  unfold hamiltonian kOne
  simp_rw [spin_summed_string hc, smul_sub, Finset.sum_sub_distrib, key, sub_smul, mul_smul,
    Finset.sum_sub_distrib, ← Finset.smul_sum]
  module
```

The mixed relation is needed between different spins as well. Take one orbital and let both spin labels name the same fermion mode, $a_u=b$ for both $u$, with $b^2=0$ and $bb^\dagger+b^\dagger b=1$. The annihilators still anticommute, but $a_ua_v^\dagger+a_v^\dagger a_u=1$ for $u\neq v$, where it should vanish. With $h=0$ and a single two-electron integral equal to $1$, the Hamiltonian is zero because $b^2=0$. In the product form $E=2b^\dagger b$ and $k=-\tfrac12$, which gives $-b^\dagger b+2b^\dagger b=b^\dagger b\neq0$.

## Applying the Hamiltonian to a state

Let $x$ be a state, that is, an element of a complex vector space `V` on which the operators act. `IsScalarTower` says that scaling an operator and then applying it is the same as applying it and then scaling. Since complex numbers pass through operators, the integrals can be contracted before the second excitation acts:

$$Hx=\sum_{pq}k_{pq}E_{pq}x+\tfrac12\sum_{pq}E_{pq}\Big(\sum_{rs}(pq,rs)\,E_{rs}x\Big).$$

For a finite orbital basis this is the algebra behind a direct-CI step of Knowles–Handy type: form every $E_{rs}x$, contract with the two-electron integrals, apply $E_{pq}$, sum over $p$ and $q$ with the factor $\tfrac12$, and add the one-electron part. The Knowles–Handy full-CI algorithm also specifies how determinants are addressed and how the work is arranged; the theorem concerns the operator identity and says nothing about cost. In the proof, `hcomm` is the passage of a number through an operator.

```lean
/-- Direct-CI sigma vector: `H x` is the one-electron part `∑ k_pq E_pq x` plus half the sum over
`p` and `q` of `E_pq` applied to `∑_rs (pq,rs) E_rs x`. -/
theorem sigma_vector [DecidableEq n] [AddCommGroup V] [Module ℂ V] [Module A V]
    [IsScalarTower ℂ A V] {a : n → Fin 2 → A} (hc : IsCAR a)
    (h : n → n → ℂ) (g : n → n → n → n → ℂ) (x : V) :
    hamiltonian h g a • x = ∑ p, ∑ q, kOne h g p q • exc a p q • x +
      (1 / 2 : ℂ) • ∑ p, ∑ q, exc a p q • ∑ r, ∑ s, g p q r s • exc a r s • x := by
  have hcomm : ∀ (y : A) (c : ℂ) (z : V), y • c • z = c • y • z := fun y c z => smul_comm y c z
  rw [hamiltonian_eq_product_form hc]
  simp only [add_smul, Finset.sum_smul, smul_assoc, mul_smul, Finset.smul_sum, hcomm]
```

Suppose further that $x$ has a definite, non-zero number $N$ of electrons, $\sum_rE_{rr}x=Nx$. Then

$$\tfrac12\sum_{pqrs}\frac{2k_{pq}\delta_{rs}}{N}E_{pq}E_{rs}x=\sum_{pq}\frac{k_{pq}}{N}E_{pq}\sum_rE_{rr}x=\sum_{pq}k_{pq}E_{pq}x,$$

so the one-electron part can be absorbed by replacing $(pq,rs)$ with $(pq,rs)+2k_{pq}\delta_{rs}/N$. The new coefficients are built for a chosen $N$: on a state with $N'$ electrons the added term gives $N'/N$ times the one-electron part $\sum_{pq}k_{pq}E_{pq}x$. The step `absorb` is the displayed calculation for fixed $p$ and $q$, without the factor $\tfrac12$.

```lean
/-- On a state with `N ≠ 0` electrons the one-electron part can be absorbed into the
two-electron coefficients, `(pq,rs) + 2 k_pq δ_rs / N`. -/
theorem absorb_one_electron [DecidableEq n] [AddCommGroup V] [Module ℂ V] [Module A V]
    [IsScalarTower ℂ A V] {a : n → Fin 2 → A} (hc : IsCAR a)
    (h : n → n → ℂ) (g : n → n → n → n → ℂ) (x : V) (N : ℕ) (hN0 : N ≠ 0)
    (hN : (∑ r, exc a r r) • x = (N : ℂ) • x) :
    hamiltonian h g a • x = (1 / 2 : ℂ) • ∑ p, ∑ q, ∑ r, ∑ s,
      (g p q r s + if r = s then 2 * kOne h g p q / N else 0) •
        (exc a p q * exc a r s) • x := by
  have hN' : (N : ℂ) ≠ 0 := Nat.cast_ne_zero.mpr hN0
  -- the diagonal sum over `r = s` is the electron number
  have absorb : ∀ p q, ∑ r, ∑ s, (if r = s then 2 * kOne h g p q / (N : ℂ) else 0) •
      (exc a p q * exc a r s) • x = (2 * kOne h g p q) • exc a p q • x := by
    intro p q
    calc _ = (2 * kOne h g p q / (N : ℂ)) • exc a p q • (∑ r, exc a r r) • x := by
          simp only [ite_smul, zero_smul, Finset.sum_ite_eq, Finset.mem_univ, if_true,
            mul_smul, Finset.sum_smul, Finset.smul_sum]
      _ = _ := by
          rw [hN, smul_comm (exc a p q) (N : ℂ) x, smul_smul, div_mul_cancel₀ _ hN']
  rw [hamiltonian_eq_product_form hc]
  simp only [add_smul, Finset.sum_smul, smul_assoc, Finset.sum_add_distrib, absorb]
  simp_rw [mul_smul (2 : ℂ), ← Finset.smul_sum]
  module
```

## Squares of one-body operators

Suppose the integrals factorise over a finite index $l$, $(pq,rs)=\sum_lB^l_{pq}B^l_{rs}$. Then

$$\tfrac12\sum_{pqrs}(pq,rs)E_{pq}E_{rs}=\tfrac12\sum_l\Big(\sum_{pq}B^l_{pq}E_{pq}\Big)^2.$$

For integrals factorised in this way in a finite basis, this is a starting form for auxiliary-field Monte Carlo, where the exponential of a square is traded for an average over exponentials of one-body operators. The factorisation is assumed to hold exactly; if it is truncated, the identity applies to the Hamiltonian with the truncated integrals. The coefficients $B^l_{pq}$ are arbitrary complex numbers, so the squared operators need not be Hermitian.

The proof expands each square in `hsq`, then `htwo` carries the sum over $l$ through the four orbital sums.

```lean
/-- For factorised integrals `(pq,rs) = ∑_l B^l_pq B^l_rs` the Hamiltonian is `∑ k_pq E_pq` plus
half the sum over `l` of the squares of the one-body operators `∑ B^l_pq E_pq`. -/
theorem sum_of_squares_form [DecidableEq n] {L : Type*} [Fintype L] {a : n → Fin 2 → A}
    (hc : IsCAR a) (h : n → n → ℂ) (g : n → n → n → n → ℂ) (B : L → n → n → ℂ)
    (hg : ∀ p q r s, g p q r s = ∑ l, B l p q * B l r s) :
    hamiltonian h g a = ∑ p, ∑ q, kOne h g p q • exc a p q +
      (1 / 2 : ℂ) • ∑ l, (∑ p, ∑ q, B l p q • exc a p q) ^ 2 := by
  have hsq : ∀ l, (∑ p, ∑ q, B l p q • exc a p q) ^ 2 =
      ∑ p, ∑ q, ∑ r, ∑ s, (B l p q * B l r s) • (exc a p q * exc a r s) := by
    intro l
    simp_rw [sq, Finset.sum_mul, Finset.mul_sum, smul_mul_smul_comm]
  have htwo : ∑ p, ∑ q, ∑ r, ∑ s, g p q r s • (exc a p q * exc a r s) =
      ∑ l, (∑ p, ∑ q, B l p q • exc a p q) ^ 2 := by
    simp_rw [hsq, hg, Finset.sum_smul]
    symm
    -- carry the sum over `l` inside the four orbital sums
    refine Finset.sum_comm.trans (Finset.sum_congr rfl fun p _ => ?_)
    refine Finset.sum_comm.trans (Finset.sum_congr rfl fun q _ => ?_)
    refine Finset.sum_comm.trans (Finset.sum_congr rfl fun r _ => ?_)
    exact Finset.sum_comm
  rw [hamiltonian_eq_product_form hc, htwo]
```

## One orbital in matrices and numbers

One orbital has four basis states: empty, one electron of spin $1$, one electron of spin $0$, and doubly occupied, in the order of the matrix indices. The annihilator of spin $0$ takes the third state to the first and the fourth to the second. The annihilator of spin $1$ takes the second state to the first and the fourth to minus the third. That minus sign makes the two annihilators anticommute.

```lean
/-- Annihilators of one orbital with two spins, as explicit 4 × 4 matrices. -/
def oneOrbital (_ : Fin 1) (u : Fin 2) : Matrix (Fin 4) (Fin 4) ℂ :=
  ![!![0, 0, 1, 0; 0, 0, 0, 1; 0, 0, 0, 0; 0, 0, 0, 0],
    !![0, 1, 0, 0; 0, 0, 0, 0; 0, 0, 0, -1; 0, 0, 0, 0]] u
```

The relations are then checked entry by entry for every choice of spins, with the conjugate transpose as adjoint. This gives a concrete model of `IsCAR` for a single orbital.

```lean
/-- The matrices `oneOrbital` satisfy the canonical anticommutation relations. -/
theorem isCAR_witness : IsCAR oneOrbital where
  anti p q u v := by
    ext i j
    simp only [Matrix.add_apply, Matrix.mul_apply, Fin.sum_univ_four]
    fin_cases u <;> fin_cases v <;> fin_cases i <;> fin_cases j <;> simp [oneOrbital]
  mixed p q u v := by
    have hpq : p = q := Subsingleton.elim p q
    ext i j
    simp only [Matrix.add_apply, Matrix.mul_apply, Matrix.star_apply, Fin.sum_univ_four]
    fin_cases u <;> fin_cases v <;> fin_cases i <;> fin_cases j <;>
      simp [oneOrbital, hpq]

end

end KnowlesHandy
```

For numbers, take $h=-1$ and a single two-electron integral $0.6$ in some energy unit. Then $k=-1-0.3=-1.3$, and $E$ counts the electrons.

| Electrons | Original form | Product form | Absorbed coefficient | Energy from it |
|---|---|---|---|---|
| 1 | $-1$ | $-1.3+\tfrac12(0.6)(1)=-1$ | $0.6-2.6=-2$ | $\tfrac12(-2)(1)=-1$ |
| 2 | $2(-1)+0.6=-1.4$ | $2(-1.3)+\tfrac12(0.6)(4)=-1.4$ | $0.6-1.3=-0.7$ | $\tfrac12(-0.7)(4)=-1.4$ |

The one-electron row shows what the correction does. The product $E^2$ lets a lone electron interact with itself, which costs $0.3$, and the shift from $h$ to $k$ removes exactly that amount.

```lean
#print axioms KnowlesHandy.hamiltonian_eq_product_form
#print axioms KnowlesHandy.sigma_vector
#print axioms KnowlesHandy.absorb_one_electron
#print axioms KnowlesHandy.sum_of_squares_form
```

```
'KnowlesHandy.hamiltonian_eq_product_form' depends on axioms: [propext, Classical.choice, Quot.sound]
'KnowlesHandy.sigma_vector' depends on axioms: [propext, Classical.choice, Quot.sound]
'KnowlesHandy.absorb_one_electron' depends on axioms: [propext, Classical.choice, Quot.sound]
'KnowlesHandy.sum_of_squares_form' depends on axioms: [propext, Classical.choice, Quot.sound]
```
